# Added symmetric scattering never raises the conductivity of a dissipative multi-subband model

Q: Take two parabolic subbands of equal mass in a two-dimensional electron gas, with wave numbers \(k_1,k_2>0\) at a given energy. Electrons scatter elastically between them at the rate \(a\), summed over all scattering angles. The same sum weighted by the cosine of the scattering angle, the first angular moment, is \(c\). The moment can have either sign, and it couples the two relaxation times. Why should the collision matrix stay positive?

A: Because \(|c|\le a\). Let \(x_1,x_2\) be trial relaxation times and put \(y_i=k_ix_i\), which measures the amplitude of the change in occupation, proportional to the cosine of the angle to the field, at the given energy in subband \(i\). The scattering between the subbands contributes

\[
a(y_1^2+y_2^2)-2c\,y_1y_2=\tfrac12\big[(a-c)(y_1+y_2)^2+(a+c)(y_1-y_2)^2\big]
\]

to the quadratic form, and both weights are nonnegative. Scattering within subband \(i\), with rate \(W^0_{ii}\) and moment \(W^1_{ii}\), adds \((W^0_{ii}-W^1_{ii})y_i^2\). If that difference is positive for both subbands, the form vanishes only at \(x=0\).

Q: And for any number of subbands?

A: The collision matrix is

\[
K_{ij}=\delta_{ij}k_i^2\sum_l W^0_{il}-W^1_{ij}k_ik_j ,
\]

so \(\langle x,Kx\rangle=\sum_{ij}W^0_{ij}y_i^2-\sum_{ij}W^1_{ij}y_iy_j\). For each pair,

\[
(W^0_{ij}-W^1_{ij})(y_i+y_j)^2+(W^0_{ij}+W^1_{ij})(y_i-y_j)^2
=2W^0_{ij}(y_i^2+y_j^2)-4W^1_{ij}y_iy_j .
\]

Sum over \(i\) and \(j\). Since \(W^0\) is symmetric, \(\sum_{ij}W^0_{ij}y_j^2=\sum_{ij}W^0_{ij}y_i^2\), and the total is \(4\langle x,Kx\rangle\). The terms with \(i=j\) are \(4(W^0_{ii}-W^1_{ii})y_i^2\), which gives definiteness as before.

Q: Which assumptions about the scattering does the formal version make?

A: The subbands are labelled by an arbitrary finite type `n`, and the rates and moments are real matrices.

In Lean 4 with Mathlib:

```lean
import Mathlib

open Matrix

namespace MultiSubbandTransport

noncomputable section

variable {n : Type*} [Fintype n] [DecidableEq n]

/-- Symmetric scattering between subbands: `W0` holds the isotropic rates, `W1` their first
angular moments, which are bounded in magnitude by the rates. -/
structure IsScattering (W0 W1 : Matrix n n ℝ) : Prop where
  symm0 : W0.IsSymm
  symm1 : W1.IsSymm
  bound : ∀ i j, |W1 i j| ≤ W0 i j

/-- Scattering whose angular moment within each subband is strictly below the rate. -/
structure IsDissipative (W0 W1 : Matrix n n ℝ) : Prop extends IsScattering W0 W1 where
  diag : ∀ i, W1 i i < W0 i i
```

The isotropic rates in `W0` are the rates summed over all scattering angles; the scattering itself may depend on the angle. `IsScattering` requires both matrices to be symmetric and \(|W^1_{ij}|\le W^0_{ij}\). The bound reflects a nonnegative scattering probability weighted by a cosine. Symmetry stands for microscopic reversibility between subbands of equal density of states.

`IsDissipative` adds \(W^1_{ii}<W^0_{ii}\): every subband has some internal scattering that is not purely forward. Pure backscattering, \(W^1_{ii}=-W^0_{ii}\), is allowed. The condition is sufficient but not necessary. In the two-subband example, \(|c|<a\) already makes the form definite without any scattering inside the subbands.

Q: Where is the Boltzmann equation?

A: It is the origin of the model, and the file starts from the matrix equation \(K\tau=b\). Take two-dimensional, isotropic parabolic subbands of equal mass and elastic scattering that depends only on the scattering angle. At each energy the linearised Boltzmann equation then takes this form with \(b_i\propto k_i^2\), and the contribution of that energy to the conductivity is proportional to \(\langle b,\tau\rangle\). In the degenerate limit of low temperature, the Fermi energy alone gives the whole conductivity.

```lean
/-- The collision matrix `K i j = δ i j * k i ^ 2 * ∑ l, W0 i l - W1 i j * k i * k j` for
subband wave numbers `k`. -/
def collision (k : n → ℝ) (W0 W1 : Matrix n n ℝ) : Matrix n n ℝ :=
  Matrix.of fun i j => (if i = j then k i ^ 2 * ∑ l, W0 i l else 0) - W1 i j * k i * k j

/-- The vector `K⁻¹ b` for a drive `b`; it holds the subband relaxation times when `K` is
invertible. -/
def relaxationTime (k : n → ℝ) (W0 W1 : Matrix n n ℝ) (b : n → ℝ) : n → ℝ :=
  (collision k W0 W1)⁻¹ *ᵥ b

/-- The conductivity `⟨b, K⁻¹ b⟩`, up to a constant prefactor, for invertible `K`. -/
def conductivity (k : n → ℝ) (W0 W1 : Matrix n n ℝ) (b : n → ℝ) : ℝ :=
  b ⬝ᵥ relaxationTime k W0 W1 b
```

Here `*ᵥ` applies a matrix to a vector and `⬝ᵥ` is the dot product. The drive `b` is arbitrary, so the physical choice is a special case. Prefactors such as charge and mass are left out. The inverse in `relaxationTime` has its intended meaning once \(K\) is known to be invertible.

Q: Does the proof of positivity follow your sum of squares?

A: Yes. In the next theorem `hswap` exchanges the two subbands using the symmetry of `W0`, `hform` writes out \(\langle x,Kx\rangle\), and `hr` expands the squares. The symmetry of `W1` is not needed for this identity.

```lean
variable {k : n → ℝ} {W0 W1 V0 V1 : Matrix n n ℝ}

/-- For symmetric `W0`, four times the quadratic form of the collision matrix is a sum over ordered
pairs of subbands of squares weighted by `W0 - W1` and `W0 + W1`. -/
theorem four_mul_dissipation (k : n → ℝ) (W1 : Matrix n n ℝ) (hS : W0.IsSymm) (x : n → ℝ) :
    4 * (x ⬝ᵥ collision k W0 W1 *ᵥ x) =
      ∑ i, ∑ j, ((W0 i j - W1 i j) * (k i * x i + k j * x j) ^ 2
        + (W0 i j + W1 i j) * (k i * x i - k j * x j) ^ 2) := by
  -- symmetry of the rates exchanges the two subbands
  have hswap : ∑ i, ∑ j, W0 i j * (k j * x j) ^ 2 = ∑ i, ∑ j, W0 i j * (k i * x i) ^ 2 := by
    rw [Finset.sum_comm]
    refine Finset.sum_congr rfl fun i _ => Finset.sum_congr rfl fun j _ => ?_
    rw [hS.apply i j]
  have hform : x ⬝ᵥ collision k W0 W1 *ᵥ x = ∑ i, ∑ j, W0 i j * (k i * x i) ^ 2
      - ∑ i, ∑ j, W1 i j * (k i * x i) * (k j * x j) := by
    simp only [collision, Matrix.mulVec, dotProduct, Matrix.of_apply, sub_mul,
      Finset.sum_sub_distrib, ite_mul, zero_mul, Finset.sum_ite_eq, Finset.mem_univ, if_true]
    rw [← Finset.sum_sub_distrib]
    refine Finset.sum_congr rfl fun i _ => ?_
    have h1 : ∑ j, W0 i j * (k i * x i) ^ 2 = (∑ j, W0 i j) * (k i * x i) ^ 2 := by
      rw [Finset.sum_mul]
    have h2 : ∑ j, W1 i j * (k i * x i) * (k j * x j)
        = x i * ∑ j, W1 i j * k i * k j * x j := by
      rw [Finset.mul_sum]
      exact Finset.sum_congr rfl fun j _ => by ring
    rw [h1, h2]
    ring
  have hr : ∑ i, ∑ j, ((W0 i j - W1 i j) * (k i * x i + k j * x j) ^ 2
        + (W0 i j + W1 i j) * (k i * x i - k j * x j) ^ 2)
      = 2 * (∑ i, ∑ j, W0 i j * (k i * x i) ^ 2) + 2 * (∑ i, ∑ j, W0 i j * (k j * x j) ^ 2)
        - 4 * ∑ i, ∑ j, W1 i j * (k i * x i) * (k j * x j) := by
    simp only [Finset.mul_sum, ← Finset.sum_add_distrib, ← Finset.sum_sub_distrib]
    exact Finset.sum_congr rfl fun i _ => Finset.sum_congr rfl fun j _ => by ring
  rw [hr, hform, hswap]
  ring
```

The bound on the moments then makes each summand nonnegative, with no condition on the signs of the wave numbers.

```lean
/-- The quadratic form of the collision matrix is never negative. -/
theorem dissipation_nonneg (k : n → ℝ) (hW : IsScattering W0 W1) (x : n → ℝ) :
    0 ≤ x ⬝ᵥ collision k W0 W1 *ᵥ x := by
  have h : 0 ≤ 4 * (x ⬝ᵥ collision k W0 W1 *ᵥ x) := by
    rw [four_mul_dissipation k W1 hW.symm0 x]
    refine Finset.sum_nonneg fun i _ => Finset.sum_nonneg fun j _ => ?_
    obtain ⟨h1, h2⟩ := abs_le.mp (hW.bound i j)
    exact add_nonneg (mul_nonneg (by linarith) (sq_nonneg _))
      (mul_nonneg (by linarith) (sq_nonneg _))
  linarith
```

For definiteness, `PosDef` asks for a symmetric matrix and a positive form at every nonzero vector. The first part uses the symmetry of `W1`. In the second, a nonzero `x` has some component \(x_i\ne0\), hence \(y_i\ne0\), and the diagonal term of that subband makes the whole sum positive.

```lean
/-- For positive wave numbers and dissipative scattering the collision matrix is positive
definite. -/
theorem collision_posDef (hk : ∀ i, 0 < k i) (hW : IsDissipative W0 W1) :
    (collision k W0 W1).PosDef := by
  rw [Matrix.posDef_iff_dotProduct_mulVec]
  constructor
  · rw [Matrix.IsHermitian, Matrix.conjTranspose_eq_transpose_of_trivial]
    ext i j
    rw [Matrix.transpose_apply]
    rcases eq_or_ne i j with rfl | h
    · rfl
    · simp only [collision, Matrix.of_apply, if_neg h, if_neg h.symm, hW.symm1.apply i j]
      ring
  · intro x hx
    rw [star_trivial]
    obtain ⟨i, hi⟩ := Function.ne_iff.mp hx
    have hterm : ∀ a b, 0 ≤ (W0 a b - W1 a b) * (k a * x a + k b * x b) ^ 2
        + (W0 a b + W1 a b) * (k a * x a - k b * x b) ^ 2 := by
      intro a b
      obtain ⟨h1, h2⟩ := abs_le.mp (hW.bound a b)
      exact add_nonneg (mul_nonneg (by linarith) (sq_nonneg _))
        (mul_nonneg (by linarith) (sq_nonneg _))
    -- a subband with nonzero amplitude dissipates through its diagonal term
    have hy : 0 < (k i * x i) ^ 2 := sq_pos_of_ne_zero (mul_ne_zero (hk i).ne' hi)
    have hpos : 0 < 4 * (x ⬝ᵥ collision k W0 W1 *ᵥ x) := by
      rw [four_mul_dissipation k W1 hW.symm0 x]
      refine Finset.sum_pos' (fun a _ => Finset.sum_nonneg fun b _ => hterm a b)
        ⟨i, Finset.mem_univ i, Finset.sum_pos' (fun b _ => hterm i b) ⟨i, Finset.mem_univ i, ?_⟩⟩
      nlinarith [mul_pos (sub_pos.2 (hW.diag i)) hy]
    linarith
```

Q: Does that settle the relaxation times as well?

A: A positive definite matrix has positive determinant, so \(K\) is invertible. Multiplying \(K\tau=b\) by \(K^{-1}\) gives \(\tau=K^{-1}b\), and multiplying back shows that this vector is a solution. The two directions of the equivalence are these two multiplications.

```lean
/-- The equation `K τ = b` has exactly one solution, the vector of relaxation times. -/
theorem collision_mulVec_eq_iff (hk : ∀ i, 0 < k i) (hW : IsDissipative W0 W1) (b τ : n → ℝ) :
    collision k W0 W1 *ᵥ τ = b ↔ τ = relaxationTime k W0 W1 b := by
  have hdet : IsUnit (collision k W0 W1).det :=
    isUnit_iff_ne_zero.2 (collision_posDef hk hW).det_pos.ne'
  constructor
  · intro h
    rw [relaxationTime, ← h, Matrix.mulVec_mulVec, Matrix.nonsing_inv_mul _ hdet,
      Matrix.one_mulVec]
  · intro h
    rw [h, relaxationTime, Matrix.mulVec_mulVec, Matrix.mul_nonsing_inv _ hdet,
      Matrix.one_mulVec]
```

Q: Now switch on another mechanism. The relaxation times are coupled, so they all readjust. How can you control the conductivity?

A: By an exact expression for the loss. Let the added mechanism have rates \(V^0\) and moments \(V^1\), and let \(P\) be its collision matrix. Since \(K\) is linear in rates and moments together, the new collision matrix is \(K+P\). The old and new times satisfy \(K\tau=b\) and \((K+P)\tau'=b\). Symmetry of \(K\) gives \(\langle\tau,K\tau'\rangle=\langle K\tau,\tau'\rangle=\langle b,\tau'\rangle\), so

\[
\langle\tau-\tau',K(\tau-\tau')\rangle
=\langle b,\tau\rangle-2\langle b,\tau'\rangle+\langle\tau',K\tau'\rangle .
\]

The new equation gives \(\langle\tau',K\tau'\rangle+\langle\tau',P\tau'\rangle=\langle b,\tau'\rangle\). Adding \(\langle\tau',P\tau'\rangle\) to both sides therefore yields

\[
\langle b,\tau\rangle-\langle b,\tau'\rangle
=\langle\tau-\tau',K(\tau-\tau')\rangle+\langle\tau',P\tau'\rangle .
\]

Both terms on the right are nonnegative.

Q: You need the combined system to be solvable too.

A: It is, because the combined scattering is again dissipative: the bounds add, and \(V^1_{ii}\le V^0_{ii}\) preserves the strict inequality on the diagonal.

```lean
omit [Fintype n] [DecidableEq n] in
/-- Dissipative scattering stays dissipative when further scattering is added. -/
theorem IsDissipative.add (hW : IsDissipative W0 W1) (hV : IsScattering V0 V1) :
    IsDissipative (W0 + V0) (W1 + V1) where
  symm0 := hW.symm0.add hV.symm0
  symm1 := hW.symm1.add hV.symm1
  bound i j := by
    obtain ⟨h1, h2⟩ := abs_le.mp (hW.bound i j)
    obtain ⟨h3, h4⟩ := abs_le.mp (hV.bound i j)
    simp only [Matrix.add_apply]
    exact abs_le.mpr ⟨by linarith, by linarith⟩
  diag i := by
    have h := (abs_le.mp (hV.bound i i)).2
    simp only [Matrix.add_apply]
    linarith [hW.diag i]
```

The loss formula comes next. In its proof `hadd` is the additivity of the collision matrix, and `t` and `s` stand for \(\tau\) and \(\tau'\). The step `e1` pairs the new equation with \(\tau'\), and `e2` is the symmetry argument.

```lean
/-- The conductivity lost to added scattering is the quadratic form of the old collision matrix
at the change of the relaxation times plus that of the added one at the new times. -/
theorem conductivity_loss (hk : ∀ i, 0 < k i) (hW : IsDissipative W0 W1)
    (hV : IsScattering V0 V1) (b : n → ℝ) :
    conductivity k W0 W1 b - conductivity k (W0 + V0) (W1 + V1) b =
      (relaxationTime k W0 W1 b - relaxationTime k (W0 + V0) (W1 + V1) b) ⬝ᵥ
        collision k W0 W1 *ᵥ
          (relaxationTime k W0 W1 b - relaxationTime k (W0 + V0) (W1 + V1) b)
      + relaxationTime k (W0 + V0) (W1 + V1) b ⬝ᵥ
        collision k V0 V1 *ᵥ relaxationTime k (W0 + V0) (W1 + V1) b := by
  have h1 := (collision_mulVec_eq_iff hk hW b (relaxationTime k W0 W1 b)).2 rfl
  have h2 := (collision_mulVec_eq_iff hk (hW.add hV) b
    (relaxationTime k (W0 + V0) (W1 + V1) b)).2 rfl
  have hadd : collision k (W0 + V0) (W1 + V1) = collision k W0 W1 + collision k V0 V1 := by
    ext i j
    simp only [collision, Matrix.of_apply, Matrix.add_apply, Finset.sum_add_distrib]
    split_ifs <;> ring
  have hsymm : (collision k W0 W1)ᵀ = collision k W0 W1 := by
    rw [← Matrix.conjTranspose_eq_transpose_of_trivial]
    exact (collision_posDef hk hW).isHermitian
  unfold conductivity
  generalize relaxationTime k W0 W1 b = t at h1 ⊢
  generalize relaxationTime k (W0 + V0) (W1 + V1) b = s at h2 ⊢
  rw [hadd, Matrix.add_mulVec] at h2
  have e1 : s ⬝ᵥ collision k W0 W1 *ᵥ s + s ⬝ᵥ collision k V0 V1 *ᵥ s = s ⬝ᵥ b := by
    rw [← dotProduct_add, h2]
  -- reciprocity of the old collision matrix
  have e2 : t ⬝ᵥ collision k W0 W1 *ᵥ s = s ⬝ᵥ b := by
    rw [Matrix.dotProduct_mulVec, ← Matrix.mulVec_transpose, hsymm, h1, dotProduct_comm]
  rw [Matrix.mulVec_sub, h1, dotProduct_sub, sub_dotProduct, sub_dotProduct, e2,
    dotProduct_comm b t, dotProduct_comm b s]
  linarith
```

For positive wave numbers and dissipative original scattering, monotonicity follows by applying `dissipation_nonneg` to each term.

```lean
/-- Adding further symmetric scattering never increases the conductivity. -/
theorem conductivity_add_le (hk : ∀ i, 0 < k i) (hW : IsDissipative W0 W1)
    (hV : IsScattering V0 V1) (b : n → ℝ) :
    conductivity k (W0 + V0) (W1 + V1) b ≤ conductivity k W0 W1 b := by
  have h := conductivity_loss hk hW hV b
  have h1 := dissipation_nonneg k hW.toIsScattering
    (relaxationTime k W0 W1 b - relaxationTime k (W0 + V0) (W1 + V1) b)
  have h2 := dissipation_nonneg k hV (relaxationTime k (W0 + V0) (W1 + V1) b)
  linarith
```

Q: What exactly is held fixed in that comparison?

A: The wave numbers, the drive and the original scattering. If a new mechanism also changes the carrier density or the screening, the inequality does not cover the combined change. Within this finite, linear model it offers a consistency test for a multi-subband transport code: with `k`, `b` and the original rates and moments fixed, switching on an additional admissible mechanism must not raise the computed conductivity.

Q: Can added scattering leave the conductivity exactly as it was?

A: Only if it leaves every relaxation time as it was. If \(\tau\ne\tau'\), the first term of the loss is strictly positive because \(K\) is positive definite. Conversely, equal times give equal conductivities by definition. The proof runs the first direction by contradiction.

```lean
/-- Added scattering leaves the conductivity unchanged exactly when it leaves all relaxation
times unchanged. -/
theorem conductivity_add_eq_iff (hk : ∀ i, 0 < k i) (hW : IsDissipative W0 W1)
    (hV : IsScattering V0 V1) (b : n → ℝ) :
    conductivity k (W0 + V0) (W1 + V1) b = conductivity k W0 W1 b ↔
      relaxationTime k (W0 + V0) (W1 + V1) b = relaxationTime k W0 W1 b := by
  constructor
  · intro h
    by_contra hne
    have h1 := (collision_posDef hk hW).dotProduct_mulVec_pos (sub_ne_zero.2 (Ne.symm hne))
    rw [star_trivial] at h1
    have h2 := dissipation_nonneg k hV (relaxationTime k (W0 + V0) (W1 + V1) b)
    linarith [conductivity_loss hk hW hV b]
  · intro h
    rw [conductivity, conductivity, h]
```

Q: When is a drop guaranteed?

A: When the added scattering is itself dissipative and \(b\ne0\). Then \(\tau'\ne0\), since \((K+P)\tau'=b\), and \(P\) is positive definite, so the second term of the loss is strictly positive. In the proof, `hs` is the statement \(\tau'\ne0\), and `h1` is the positivity of that term.

```lean
/-- Added scattering that is itself dissipative strictly lowers the conductivity for every
nonzero drive. -/
theorem conductivity_add_lt (hk : ∀ i, 0 < k i) (hW : IsDissipative W0 W1)
    (hV : IsDissipative V0 V1) {b : n → ℝ} (hb : b ≠ 0) :
    conductivity k (W0 + V0) (W1 + V1) b < conductivity k W0 W1 b := by
  have hs : relaxationTime k (W0 + V0) (W1 + V1) b ≠ 0 := by
    intro h0
    have h := (collision_mulVec_eq_iff hk (hW.add hV.toIsScattering) b
      (relaxationTime k (W0 + V0) (W1 + V1) b)).2 rfl
    rw [h0, Matrix.mulVec_zero] at h
    exact hb h.symm
  have h1 := (collision_posDef hk hV).dotProduct_mulVec_pos hs
  rw [star_trivial] at h1
  have h2 := dissipation_nonneg k hW.toIsScattering
    (relaxationTime k W0 W1 b - relaxationTime k (W0 + V0) (W1 + V1) b)
  linarith [conductivity_loss hk hW hV.toIsScattering b]
```

Q: I am still uneasy about the strict diagonal condition. Is it there for physics or for convenience?

A: Some condition of this kind is needed. Suppose all scattering is purely forward, \(W^1=W^0\), and take \(x_j=1/k_j\), so that \(y_j=1\) for every \(j\) and the occupation changes with angle in the same way in all subbands. Then

\[
(Kx)_i=k_i\sum_lW^0_{il}-\sum_jW^0_{ij}k_ik_j\frac1{k_j}=0 .
\]

Forward scattering does not relax an angular change in occupation that is common to all subbands. With at least one subband this vector is nonzero, so \(K\) is singular. For symmetric \(W^0\) and the drive \(b_i=k_i^2\), the equation \(K\tau=b\) then has no solution: pairing it with \(x\) would give \(0=\sum_ik_i>0\). The last theorem states the cancellation for any `W0` and nonzero wave numbers; its proof cancels \(k_j\) in the second sum and \(k_i\) in the first.

```lean
/-- If the angular moments equal the rates, the collision matrix annihilates the vector of
inverse wave numbers. -/
theorem collision_self_mulVec_inv (hk : ∀ i, k i ≠ 0) (W0 : Matrix n n ℝ) :
    collision k W0 W0 *ᵥ (fun i => (k i)⁻¹) = 0 := by
  ext i
  simp only [collision, Matrix.mulVec, dotProduct, Matrix.of_apply, sub_mul,
    Finset.sum_sub_distrib, ite_mul, zero_mul, Finset.sum_ite_eq, Finset.mem_univ, if_true,
    Pi.zero_apply]
  have h : ∑ j, W0 i j * k i * k j * (k j)⁻¹ = (∑ j, W0 i j) * k i := by
    rw [Finset.sum_mul]
    exact Finset.sum_congr rfl fun j _ => mul_inv_cancel_right₀ (hk j) _
  rw [h]
  linear_combination (k i * ∑ l, W0 i l) * mul_inv_cancel₀ (hk i)

end

end MultiSubbandTransport
```

```lean
#print axioms MultiSubbandTransport.conductivity_add_le
-- 'MultiSubbandTransport.conductivity_add_le' depends on axioms: [propext, Classical.choice, Quot.sound]
#print axioms MultiSubbandTransport.conductivity_add_eq_iff
-- 'MultiSubbandTransport.conductivity_add_eq_iff' depends on axioms: [propext, Classical.choice, Quot.sound]
#print axioms MultiSubbandTransport.conductivity_add_lt
-- 'MultiSubbandTransport.conductivity_add_lt' depends on axioms: [propext, Classical.choice, Quot.sound]
#print axioms MultiSubbandTransport.collision_self_mulVec_inv
-- 'MultiSubbandTransport.collision_self_mulVec_inv' depends on axioms: [propext, Classical.choice, Quot.sound]
```
